# Intersite spin correlations of a closed-shell determinant equal −(3/2)|P(i,j)|²

In a closed-shell determinant, the spins on two distinct sites i and j have the correlation

⟨S_i · S_j⟩ = −(3/2) |P(i,j)|²,

where P(i,j) is the one-particle density matrix for one spin direction, in an orthonormal basis with one orbital per site. The correlation is therefore antiferromagnetic, or zero when P(i,j) = 0. The determinant enters only through its two-particle density matrix, which is assumed to be the antisymmetrised product of a spin-independent, Hermitian one-matrix. In closed-shell restricted Hartree–Fock theory, where this assumption holds, no choice of orbitals can produce ferromagnetic correlation between two such sites.

## Exchange between two sites

Write c for creation and a for annihilation operators, without daggers. A spin-orbital is a pair (i,s) of a site and a spin label. With the Pauli matrices σ^k, component k of the spin on site i is

S_i^k = ½ Σ_st σ^k_st c_is a_it.

Let w denote the expectation value and let γ(is,jt) = P(i,j) δ_st. The δ_st says that both spin directions occupy the same spatial orbitals. The factorisation, which says that the electrons are correlated by exchange alone, reads

w(c_p c_q a_s a_r) = γ(p,r) γ(q,s) − γ(p,s) γ(q,r).

In this equation p, q, r, s are whole spin-orbitals; elsewhere in the derivation s, t, u, v are spin labels.

For i ≠ j, a_it and c_ju anticommute, so

c_is a_it c_ju a_jv = −c_is c_ju a_it a_jv.

Inserting the factorised two-matrix gives

w(c_is a_it c_ju a_jv) = P(i,i) P(j,j) δ_st δ_uv − P(i,j) P(j,i) δ_sv δ_ut.

Multiply by ¼ σ^k_st σ^l_uv and sum over the spin labels:

w(S_i^k S_j^l) = ¼ P(i,i) P(j,j) tr σ^k tr σ^l − ¼ P(i,j) P(j,i) tr(σ^k σ^l).

The direct term vanishes because Pauli matrices are traceless. In the exchange term tr(σ^k σ^l) = 2δ_kl, hence

w(S_i^k S_j^l) = −½ δ_kl P(i,j) P(j,i).

The three components contribute equally, and Hermiticity gives P(i,j) P(j,i) = |P(i,j)|². Their sum is −(3/2)|P(i,j)|².

## Two electrons in a bonding orbital

Take two sites and doubly occupy the orbital with amplitude 1/√2 on each. Every entry of P is then 1/√2 · 1/√2 = 1/2, and the formula gives

⟨S_0 · S_1⟩ = −(3/2) · (1/4) = −3/8.

The wavefunction itself gives the same value. Half of its weight is ionic, with both electrons on one site, and contributes zero. The other half is a covalent singlet, for which S_0 · S_1 = −3/4. The average is −3/8.

## From orbital coefficients to the correlation

A restricted Hartree–Fock calculation in an orthonormal site basis yields coefficients C(i,m) of the doubly occupied orbitals m. One forms

P(i,j) = Σ_m C(i,m)* C(j,m)

and inserts its squared modulus. In terms of the spin-summed matrix D = 2P, the correlation is −(3/8)|D(i,j)|². A density matrix stored in a basis of overlapping atomic orbitals must first be transformed to an orthonormal site basis.

## Operators and density matrices in Lean

```lean
import Mathlib

open Matrix

namespace ClosedShellSpinCorrelation

noncomputable section
```

The operators live in an arbitrary ring, with the anticommutation relations as their only assumed property. In particular, `a p` is not required to be the adjoint of `c p`.

```lean
/-- The canonical anticommutation relations for creation operators `c` and annihilation
operators `a` labelled by spin-orbitals. -/
structure CAR {O A : Type*} [DecidableEq O] [Ring A] (c a : O → A) : Prop where
  mixed : ∀ p q, a p * c q + c q * a p = if p = q then 1 else 0
  ann : ∀ p q, a p * a q + a q * a p = 0
  cre : ∀ p q, c p * c q + c q * c p = 0
```

The Pauli matrices are indexed by 0, 1, 2 for x, y, z, and the spin labels are 0 and 1.

```lean
/-- The three Pauli matrices, in the order x, y, z. -/
def pauli : Fin 3 → Matrix (Fin 2) (Fin 2) ℂ :=
  ![!![0, 1; 1, 0], !![0, -Complex.I; Complex.I, 0], !![1, 0; 0, -1]]
```

The site type `ι` may be finite or infinite. Spins are in units of ħ, with the factor ½ included.

```lean
variable {ι A : Type*} [DecidableEq ι] [Ring A] [Algebra ℂ A]

/-- Component `k` of the spin operator of site `i`. -/
def spin (c a : ι × Fin 2 → A) (k : Fin 3) (i : ι) : A :=
  (1 / 2 : ℂ) • ∑ s, ∑ t, pauli k s t • (c (i, s) * a (i, t))

/-- The scalar product `S_i · S_j` of two site spins. -/
def spinDot (c a : ι × Fin 2 → A) (i j : ι) : A :=
  ∑ k, spin c a k i * spin c a k j
```

The function `spinFree P` is γ from the derivation.

```lean
/-- The one-matrix `P(i,j) δ_st` on spin-orbitals built from a matrix `P` on sites. -/
def spinFree {κ : Type*} (P : Matrix κ κ ℂ) (p q : κ × Fin 2) : ℂ :=
  if p.2 = q.2 then P p.1 q.1 else 0
```

The next definition contains the physical assumption. The functional `w` is merely linear; positivity and normalisation are not required. That a general closed-shell determinant has this two-matrix is the step from physics to hypothesis which is assumed here; it is established below for one two-site determinant.

```lean
/-- The two-matrix of the functional `w` is the antisymmetrised product of `P(i,j) δ_st`
with itself. -/
def HasFactorisedTwoMatrix (w : A →ₗ[ℂ] ℂ) (c a : ι × Fin 2 → A) (P : Matrix ι ι ℂ) : Prop :=
  ∀ p q r s, w (c p * c q * a s * a r) =
    spinFree P p r * spinFree P q s - spinFree P p s * spinFree P q r
```

## Reduction to Pauli traces

The two trace identities are checked component by component.

```lean
/-- Pauli matrices are traceless. -/
theorem pauli_trace (k : Fin 3) : ∑ s, pauli k s s = 0 := by
  fin_cases k <;> simp [pauli, Fin.sum_univ_two]

/-- Pauli matrices are orthogonal under the trace: `tr (σ_k σ_l) = 2 δ_kl`. -/
theorem pauli_trace_mul (k l : Fin 3) :
    ∑ s, ∑ t, pauli k s t * pauli l t s = 2 * (if k = l then 1 else 0) := by
  fin_cases k <;> fin_cases l <;> norm_num [pauli, Fin.sum_univ_two]
```

Normal ordering is stated for arbitrary spin-orbitals, so it includes the one-body term that appears when `q = r`. The proof inserts the anticommutator of `a q` and `c r`, then evaluates it.

```lean
omit [Algebra ℂ A] in
/-- Normal ordering of a product of two one-body operators by the anticommutation relations. -/
theorem normal_order {c a : ι × Fin 2 → A} (car : CAR c a) (p q r s : ι × Fin 2) :
    c p * a q * (c r * a s) =
      (if q = r then c p * a s else 0) - c p * c r * a q * a s := by
  calc c p * a q * (c r * a s)
      = c p * (a q * c r + c r * a q) * a s - c p * c r * a q * a s := by noncomm_ring
    _ = _ := by
      rw [car.mixed q r]
      split_ifs <;> simp
```

Linearity of `w` turns the correlation of two spin components into the fourfold spin sum.

```lean
omit [DecidableEq ι] in
/-- The correlation of two spin components as a sum over products of one-body operators. -/
theorem spin_mul_expand (w : A →ₗ[ℂ] ℂ) (c a : ι × Fin 2 → A) (k l : Fin 3) (i j : ι) :
    w (spin c a k i * spin c a l j) = (1 / 4) * ∑ s, ∑ t, ∑ u, ∑ v,
      pauli k s t * pauli l u v * w (c (i, s) * a (i, t) * (c (j, u) * a (j, v))) := by
  simp only [spin, Fin.sum_univ_two, smul_mul_assoc, mul_smul_comm, add_mul, mul_add,
    smul_add, map_add, map_smul, smul_eq_mul]
  ring
```

In the following theorem, `pair` is the factorised expectation value derived above. The inequality `hne` removes the one-body term, since spin-orbitals on distinct sites differ. The final `linear_combination` uses `t1` to eliminate the direct term and `t2` to evaluate the exchange term. Hermiticity has not yet been used.

```lean
/-- For operators obeying the anticommutation relations and a factorised two-matrix, the
correlations between distinct sites are isotropic: `w(S_i^k S_j^l) = -(1/2) δ_kl P(i,j) P(j,i)`. -/
theorem intersite_component {w : A →ₗ[ℂ] ℂ} {c a : ι × Fin 2 → A} {P : Matrix ι ι ℂ}
    (car : CAR c a) (h2 : HasFactorisedTwoMatrix w c a P) {i j : ι} (hij : i ≠ j)
    (k l : Fin 3) : w (spin c a k i * spin c a l j) =
      -(1 / 2) * (if k = l then 1 else 0) * (P i j * P j i) := by
  have pair : ∀ s t u v, w (c (i, s) * a (i, t) * (c (j, u) * a (j, v))) =
      spinFree P (i, s) (i, t) * spinFree P (j, u) (j, v)
        - spinFree P (i, s) (j, v) * spinFree P (j, u) (i, t) := by
    intro s t u v
    have hne : ((i, t) : ι × Fin 2) ≠ (j, u) := fun h => hij (congrArg Prod.fst h)
    rw [normal_order car, if_neg hne, zero_sub, map_neg, h2]
    ring
  have t1 := pauli_trace k
  have t2 := pauli_trace_mul k l
  rw [spin_mul_expand]
  simp only [Fin.sum_univ_two] at t1 t2
  simp only [pair, spinFree, Fin.sum_univ_two, zero_ne_one, one_ne_zero, ↓reduceIte]
  -- the direct term carries a trace of one Pauli matrix, the exchange term a trace of two
  linear_combination (1 / 4) * P i i * P j j * (pauli l 0 0 + pauli l 1 1) * t1
    - (1 / 4) * (P i j * P j i) * t2
```

The main theorem equates the complex number `w (spinDot c a i j)` with a real one, so it also says that the correlation is real. Hermiticity enters through `hn`, which identifies P(i,j) P(j,i) with |P(i,j)|²; the rest adds three equal components. The hypothesis `hij` restricts the statement to distinct sites, so it gives no value for the on-site S_i · S_i.

```lean
/-- If `c` and `a` obey the anticommutation relations and the two-matrix factorises from
`P(i,j) δ_st` with `P` Hermitian, then `w(S_i · S_j) = -(3/2) |P(i,j)|²` for distinct sites. -/
theorem intersite_spin_correlation {w : A →ₗ[ℂ] ℂ} {c a : ι × Fin 2 → A} {P : Matrix ι ι ℂ}
    (car : CAR c a) (h2 : HasFactorisedTwoMatrix w c a P) (hP : P.IsHermitian)
    {i j : ι} (hij : i ≠ j) :
    w (spinDot c a i j) = ((-(3 / 2) * ‖P i j‖ ^ 2 : ℝ) : ℂ) := by
  have hn : P i j * P j i = ((‖P i j‖ ^ 2 : ℝ) : ℂ) := by
    rw [← hP.apply j i, ← Complex.normSq_eq_norm_sq]
    exact Complex.mul_conj (P i j)
  -- three equal components add up
  rw [spinDot, Fin.sum_univ_three, map_add, map_add]
  simp only [intersite_component car h2 hij, ↓reduceIte, hn]
  push_cast
  ring
```

The sign and the condition for vanishing follow from the formula.

```lean
/-- For operators obeying the anticommutation relations and a factorised two-matrix with `P`
Hermitian, the correlation of distinct sites is never ferromagnetic, and it vanishes exactly when
`P(i,j) = 0`. -/
theorem intersite_antiferromagnetic {w : A →ₗ[ℂ] ℂ} {c a : ι × Fin 2 → A} {P : Matrix ι ι ℂ}
    (car : CAR c a) (h2 : HasFactorisedTwoMatrix w c a P) (hP : P.IsHermitian)
    {i j : ι} (hij : i ≠ j) :
    (w (spinDot c a i j)).re ≤ 0 ∧ (w (spinDot c a i j) = 0 ↔ P i j = 0) := by
  rw [intersite_spin_correlation car h2 hP hij]
  constructor
  · rw [Complex.ofReal_re]
    nlinarith [sq_nonneg ‖P i j‖]
  · rw [Complex.ofReal_eq_zero]
    simp
```

## The bonding determinant in Fock space

The two-site example satisfies all the hypotheses. Its Fock space is the exterior algebra of the four spin-orbitals, written as a Clifford algebra with zero quadratic form.

```lean
/-- Fock space of two sites with spin, as the exterior algebra of the spin-orbital space. -/
abbrev Fock := CliffordAlgebra (0 : QuadraticForm ℂ (Fin 2 × Fin 2 → ℂ))
```

Creation multiplies by a spin-orbital, and annihilation contracts with one.

```lean
/-- Creation on Fock space: exterior multiplication by a spin-orbital. -/
def create (p : Fin 2 × Fin 2) : Module.End ℂ Fock :=
  LinearMap.mulLeft ℂ (CliffordAlgebra.ι 0 (Pi.single p 1))

/-- Annihilation on Fock space: contraction with a spin-orbital. -/
def annih (p : Fin 2 × Fin 2) : Module.End ℂ Fock :=
  CliffordAlgebra.contractLeft (LinearMap.proj p : (Fin 2 × Fin 2 → ℂ) →ₗ[ℂ] ℂ)
```

The code uses amplitude 1 on each site where the normalised orbital has 1/√2. The factor ½ in the dual vector compensates for this.

```lean
/-- The unnormalised bonding orbital with spin `s`: amplitude one on both sites. -/
def orb (s : Fin 2) : Fin 2 × Fin 2 → ℂ := fun p => if p.2 = s then 1 else 0

/-- The dual vector of the bonding orbital with spin `s`. -/
def bra (s : Fin 2) : (Fin 2 × Fin 2 → ℂ) →ₗ[ℂ] ℂ :=
  (1 / 2 : ℂ) •
    ((LinearMap.proj ((0, s) : Fin 2 × Fin 2) : (Fin 2 × Fin 2 → ℂ) →ₗ[ℂ] ℂ) +
      (LinearMap.proj ((1, s) : Fin 2 × Fin 2) : (Fin 2 × Fin 2 → ℂ) →ₗ[ℂ] ℂ))
```

The expectation value applies an operator to the determinant, contracts with both dual orbitals and reads off the vacuum amplitude.

```lean
/-- Expectation value in the determinant with the bonding orbital doubly occupied. -/
def bondState : Module.End ℂ Fock →ₗ[ℂ] ℂ where
  toFun X := ExteriorAlgebra.algebraMapInv (CliffordAlgebra.contractLeft (bra 1)
    (CliffordAlgebra.contractLeft (bra 0)
      (X (CliffordAlgebra.ι 0 (orb 0) * (CliffordAlgebra.ι 0 (orb 1) * 1)))))
  map_add' X Y := by simp only [LinearMap.add_apply, map_add]
  map_smul' z X := by simp only [LinearMap.smul_apply, map_smul, RingHom.id_apply]

/-- The overlap of the dual bonding orbital with a site spin-orbital. -/
theorem bra_single (s : Fin 2) (p : Fin 2 × Fin 2) :
    bra s (Pi.single p 1) = if p.2 = s then 1 / 2 else 0 := by
  rcases p with ⟨i, t⟩
  fin_cases i <;> fin_cases t <;> fin_cases s <;> simp [bra]
```

In the last theorem, the mixed relation follows from the product rule for contraction. The other two hold because contractions anticommute with each other, as do vectors in the exterior algebra. For the two-matrix, the contractions are carried through the determinant and the sixteen assignments of spin labels are compared; the site labels need no cases because all amplitudes are equal.

```lean
/-- The operators `create` and `annih` obey the anticommutation relations, and the determinant with
the bonding orbital doubly occupied has a factorised two-matrix, with `P` Hermitian and every entry
of `P` equal to `1/2`. -/
theorem closedShell_witness :
    CAR create annih ∧
    HasFactorisedTwoMatrix bondState create annih (Matrix.of fun _ _ => 1 / 2) ∧
    (Matrix.of fun _ _ => 1 / 2 : Matrix (Fin 2) (Fin 2) ℂ).IsHermitian := by
  refine ⟨⟨fun p q => ?_, fun p q => ?_, fun p q => ?_⟩, fun p q r s => ?_, ?_⟩
  · refine LinearMap.ext fun x => ?_
    simp only [LinearMap.add_apply, Module.End.mul_apply, create, annih,
      LinearMap.mulLeft_apply, CliffordAlgebra.contractLeft_ι_mul, LinearMap.proj_apply,
      sub_add_cancel]
    by_cases h : p = q
    · subst h
      simp
    · simp [h]
  · refine LinearMap.ext fun x => ?_
    simp only [LinearMap.add_apply, Module.End.mul_apply, annih, LinearMap.zero_apply]
    rw [CliffordAlgebra.contractLeft_comm, neg_add_cancel]
  · refine LinearMap.ext fun x => ?_
    have h : (CliffordAlgebra.ι 0 (Pi.single p 1) * CliffordAlgebra.ι 0 (Pi.single q 1)
        + CliffordAlgebra.ι 0 (Pi.single q 1) * CliffordAlgebra.ι 0 (Pi.single p 1) : Fock) = 0 :=
      ExteriorAlgebra.ι_add_mul_swap _ _
    simp only [LinearMap.add_apply, Module.End.mul_apply, create, LinearMap.mulLeft_apply,
      LinearMap.zero_apply]
    rw [← mul_assoc, ← mul_assoc, ← add_mul, h, zero_mul]
  · -- contract the determinant, then read off the vacuum amplitude
    simp only [bondState, LinearMap.coe_mk, AddHom.coe_mk, Module.End.mul_apply, create, annih,
      LinearMap.mulLeft_apply, CliffordAlgebra.contractLeft_ι_mul,
      CliffordAlgebra.contractLeft_one, LinearMap.proj_apply, mul_zero, sub_zero,
      mul_smul_comm, smul_sub, map_sub, map_smul, map_one, smul_eq_mul, bra_single]
    rcases p with ⟨i, p⟩
    rcases q with ⟨j, q⟩
    rcases r with ⟨k, r⟩
    rcases s with ⟨l, s⟩
    fin_cases p <;> fin_cases q <;> fin_cases r <;> fin_cases s <;> norm_num [spinFree, orb]
  · ext i j
    simp [Matrix.conjTranspose_apply]

end

end ClosedShellSpinCorrelation
```

```lean
#print axioms ClosedShellSpinCorrelation.intersite_spin_correlation
-- 'ClosedShellSpinCorrelation.intersite_spin_correlation' depends on axioms: [propext, Classical.choice, Quot.sound]
#print axioms ClosedShellSpinCorrelation.intersite_antiferromagnetic
-- 'ClosedShellSpinCorrelation.intersite_antiferromagnetic' depends on axioms: [propext, Classical.choice, Quot.sound]
```
